# Closed form and two-sided bound for the potential of the Perdew-Zunger correlation expression \(g/(1+b\sqrt r+cr)\)

Let \(r>0\) be the Wigner-Seitz radius of a uniform electron gas, the radius of a sphere that holds one electron on average, and let \(e(r)\) be a correlation energy per electron. The potential that belongs to \(e\) is \(v(r)=e(r)-\tfrac r3\,e'(r)\). Take the energy \(e(r)=-1/(1+r)\). Its derivative is \(e'(r)=1/(1+r)^2\), and so
\[
v(r)=-\frac1{1+r}-\frac{r}{3(1+r)^2}=e(r)\left(1+\frac13\,\frac{r}{1+r}\right).
\]
The fraction \(r/(1+r)\) lies strictly between 0 and 1, so \(v/e\) lies strictly between 1 and \(4/3\), and because \(e\) is negative this reads \(\tfrac43e<v<e\). At \(r=1\) the numbers are \(e=-\tfrac6{12}\), \(v=-\tfrac7{12}\) and \(\tfrac43e=-\tfrac8{12}\). The ratio approaches 1 at small \(r\), where \(e\) is nearly constant, and \(4/3\) at large \(r\), where \(e\) falls off like \(1/r\).

This energy is the case \(g=-1\), \(b=0\), \(c=1\) of the three-parameter family
\[
e(r)=\frac{g}{D(r)},\qquad D(r)=1+b\sqrt r+c\,r ,
\]
and the same bounds hold throughout the family when \(g<0\) and the constants \(b,c\) are non-negative and not both zero.

```lean
import Mathlib

open Real Filter Topology

namespace PerdewZungerCorrelation

noncomputable section
```

## Density, radius and the form of the energy

For a number density \(n>0\) the radius \(r_s\) is fixed by \(\tfrac43\pi r_s^3\,n=1\), which gives
\[
r_s(n)=\left(\frac{3}{4\pi n}\right)^{1/3}.
\]
Lengths are measured in a fixed unit, normally the Bohr radius, so that \(n\) and \(r_s\) are plain real numbers. The exponent `(1 / 3 : ℝ)` makes the power a real power.

```lean
/-- Wigner-Seitz radius at density `n`: `rs = (3 / (4 π n))^(1/3)`. -/
def wignerSeitz (n : ℝ) : ℝ := (3 / (4 * π * n)) ^ (1 / 3 : ℝ)
```

The potential is defined for an arbitrary function \(e\) of the radius. The expression `deriv e r` is the derivative of \(e\) at \(r\), obtained as a limit and not supplied as a separate formula. Lean assigns it the value 0 where \(e\) is not differentiable, and each theorem about \(v\) below either assumes or proves differentiability at the point in question.

```lean
/-- The potential `v(r) = e(r) - (r/3) e'(r)` built from an energy per electron `e`
given as a function of the Wigner-Seitz radius. -/
def ldaPotential (e : ℝ → ℝ) (r : ℝ) : ℝ := e r - r / 3 * deriv e r
```

The denominator \(D\) and the energy \(e=g/D\) are `pzDenom` and `pzEnergy`, with the radius as last argument, so that `pzEnergy g b c` is the function \(r\mapsto e(r)\).

```lean
/-- The denominator `D(r) = 1 + b √r + c r` of the Perdew-Zunger form. -/
def pzDenom (b c r : ℝ) : ℝ := 1 + b * √r + c * r

/-- The Perdew-Zunger form of the correlation energy per electron,
`e(r) = g / (1 + b √r + c r)`. -/
def pzEnergy (g b c r : ℝ) : ℝ := g / pzDenom b c r
```

The constants \(g,b,c\) are free real parameters; in applications they are fitted to computed energies of the electron gas at a fixed spin polarisation. The constant \(g\) carries the unit of energy, and the assumption \(g<0\) expresses that a correlation energy, the exact ground-state energy minus the Hartree-Fock energy, is negative. The assumptions \(b,c\ge0\) make \(|e|\) non-increasing as the gas is diluted. For \(c>0\) an expansion at large \(r\) begins \(e\approx (g/c)\,r^{-1}-(gb/c^2)\,r^{-3/2}\), so \(g/c\) sets the strength of the \(1/r\) tail, and a non-zero \(b\) adds a correction of order \(r^{-3/2}\). The Perdew-Zunger parametrisation uses this expression on its low-density branch, \(r_s\ge1\), and joins it to a logarithmic expression at smaller radii. The theorems here treat \(g/D\) as one formula on all of \(r>0\); the logarithmic branch, the matching at \(r_s=1\), the interpolation in spin polarisation and the fitted values of the constants do not enter.

## The potential as a density derivative

Write \(x=3/(4\pi n)\), so that \(r_s=x^{1/3}\) and \(dx/dn=-x/n\). The chain rule gives
\[
\frac{dr_s}{dn}=-\frac xn\cdot\frac13\,x^{1/3-1}=-\frac xn\cdot\frac13\cdot\frac{x^{1/3}}{x}=-\frac{r_s}{3n}.
\]

```lean
/-- At positive density, `d rs / dn = -rs / (3 n)`. -/
theorem hasDerivAt_wignerSeitz {n : ℝ} (hn : 0 < n) :
    HasDerivAt wignerSeitz (-wignerSeitz n / (3 * n)) n := by
  have hpi : π ≠ 0 := pi_pos.ne'
  have hn' : n ≠ 0 := hn.ne'
  have hx : (0 : ℝ) < 3 / (4 * π * n) := by positivity
  have h0 : HasDerivAt (fun m : ℝ => 4 * π * m) (4 * π * 1) n :=
    (hasDerivAt_id' n).const_mul (4 * π)
  have h1 : HasDerivAt (fun m : ℝ => 3 / (4 * π * m)) (-(3 / (4 * π * n)) / n) n :=
    ((hasDerivAt_const n (3 : ℝ)).fun_div h0 (by positivity)).congr_deriv
      (by field_simp; ring)
  have aux : ∀ x y : ℝ, x ≠ 0 → -x / n * (1 / 3) * (y / x) = -y / (3 * n) := by
    intro x y hx
    field_simp
  refine (h1.rpow_const (p := 1 / 3) (Or.inl hx.ne')).congr_deriv ?_
  rw [Real.rpow_sub_one hx.ne']
  exact aux _ _ hx.ne'
```

A statement of the form `HasDerivAt f d n` says that \(f\) is differentiable at \(n\) with derivative \(d\). In the proof, `h1` is \(dx/dn=-x/n\), obtained from the quotient rule; `rpow_const` differentiates the power \(x^{1/3}\); `Real.rpow_sub_one` rewrites \(x^{1/3-1}\) as \(x^{1/3}/x\); and `aux` cancels \(x\), with its variable `y` standing for \(x^{1/3}\).

The energy per unit volume is \(n\,e(r_s(n))\). The product rule and the derivative just found give
\[
\frac{d}{dn}\Big[n\,e(r_s(n))\Big]=e(r_s)+n\,e'(r_s)\left(-\frac{r_s}{3n}\right)=e(r_s)-\frac{r_s}{3}\,e'(r_s)=v(r_s).
\]

```lean
/-- For an energy per electron `e` differentiable at `rs(n)`, the density derivative of the
energy density `n e(rs(n))` is `e - (r/3) e'` evaluated at `r = rs(n)`. -/
theorem hasDerivAt_energyDensity (e : ℝ → ℝ) {n : ℝ} (hn : 0 < n)
    (he : DifferentiableAt ℝ e (wignerSeitz n)) :
    HasDerivAt (fun m => m * e (wignerSeitz m)) (ldaPotential e (wignerSeitz n)) n := by
  have hn' : n ≠ 0 := hn.ne'
  -- chain rule through rs(n), then the product rule
  have hcomp : HasDerivAt (fun m => e (wignerSeitz m))
      (deriv e (wignerSeitz n) * (-wignerSeitz n / (3 * n))) n :=
    he.hasDerivAt.comp n (hasDerivAt_wignerSeitz hn)
  refine ((hasDerivAt_id' n).fun_mul hcomp).congr_deriv ?_
  unfold ldaPotential
  field_simp
  ring
```

The hypothesis `he` asks only that \(e\) be differentiable at the single point \(r_s(n)\), so the identity applies to any energy per electron with that property. The step `hcomp` is the chain rule for \(e(r_s(n))\), `fun_mul` is the product rule with the factor \(n\), and `field_simp` followed by `ring` cancels \(n\) against \(1/n\). In the spin-unpolarised local density approximation of Kohn-Sham theory this derivative, taken for the correlation energy and evaluated at the local density, is the correlation potential; the theorem concerns the ordinary derivative for a uniform gas with a single density variable, and the functional derivative for a spatially varying density is not formalised.

## The derivative of the energy and the closed form of \(v\)

For \(b,c\ge0\) and \(r>0\), the denominator is 1 plus two non-negative terms, hence \(D>0\).

```lean
/-- For `b, c ≥ 0` and `r > 0` the denominator `D(r)` is positive. -/
theorem pzDenom_pos {b c r : ℝ} (hb : 0 ≤ b) (hc : 0 ≤ c) (hr : 0 < r) :
    0 < pzDenom b c r := by
  unfold pzDenom
  positivity
```

For \(r>0\) the square root has derivative \(1/(2\sqrt r)\), so \(D'=b/(2\sqrt r)+c\). Wherever \(D\ne0\) the quotient rule gives
\[
e'(r)=-\frac{g\,D'}{D^2}=-\frac{g\,\big(b/(2\sqrt r)+c\big)}{D^2}.
\]

```lean
/-- For `r > 0` and `D(r) ≠ 0`, the energy has derivative `e' = -g (b / (2 √r) + c) / D²`. -/
theorem hasDerivAt_pzEnergy (g : ℝ) {b c r : ℝ} (hr : 0 < r) (hD : pzDenom b c r ≠ 0) :
    HasDerivAt (pzEnergy g b c) (-g * (b / (2 * √r) + c) / pzDenom b c r ^ 2) r := by
  have h : HasDerivAt (pzDenom b c) (b * (1 / (2 * √r)) + c * 1) r :=
    (((Real.hasDerivAt_sqrt hr.ne').const_mul b).const_add 1).fun_add
      ((hasDerivAt_id' r).const_mul c)
  exact ((hasDerivAt_const r g).fun_div h hD).congr_deriv (by ring)
```

The step `h` builds \(D'\) term by term, and `fun_div` applies the quotient rule with the constant numerator \(g\). No sign condition on \(g\), \(b\) or \(c\) is used.

Put \(s=\sqrt r\), so that \(r=s^2\) and \(r\,D'=bs/2+cs^2\). Then
\[
v=\frac gD+\frac r3\,\frac{g\,D'}{D^2}=\frac gD\cdot\frac{D+\tfrac13rD'}{D}=e\cdot\frac{D+\tfrac16bs+\tfrac13cs^2}{D}.
\]
Inserting \(D=1+bs+cs^2\) and collecting terms, with \(1+\tfrac16=\tfrac76\) and \(1+\tfrac13=\tfrac43\), turns the numerator into
\[
N(r)=1+\tfrac76\,b\sqrt r+\tfrac43\,c\,r,\qquad\text{so that}\qquad v=e\,\frac{N}{D}.
\]

```lean
/-- Closed form of the potential for `r > 0` and `D(r) ≠ 0`:
`v = e (1 + (7/6) b √r + (4/3) c r) / (1 + b √r + c r)`. -/
theorem pzPotential_eq (g : ℝ) {b c r : ℝ} (hr : 0 < r) (hD : pzDenom b c r ≠ 0) :
    ldaPotential (pzEnergy g b c) r
      = pzEnergy g b c r * ((1 + 7 / 6 * b * √r + 4 / 3 * c * r) / pzDenom b c r) := by
  have aux : ∀ s x D : ℝ, s ≠ 0 → D ≠ 0 → x = s ^ 2 → D = 1 + b * s + c * x →
      g / D - x / 3 * (-g * (b / (2 * s) + c) / D ^ 2)
        = g / D * ((1 + 7 / 6 * b * s + 4 / 3 * c * x) / D) := by
    rintro s x D hs hD' rfl h
    -- the numerator is D + b s / 6 + c s² / 3
    have hN : 1 + 7 / 6 * b * s + 4 / 3 * c * s ^ 2 = D + b * s / 6 + c * s ^ 2 / 3 := by
      linarith
    rw [hN]
    field_simp
    ring
  unfold ldaPotential
  rw [(hasDerivAt_pzEnergy g hr hD).deriv]
  exact aux _ _ _ (Real.sqrt_pos.2 hr).ne' hD (Real.sq_sqrt hr.le).symm rfl
```

The inner statement `aux` is this algebra with `s`, `x` and `D` as independent real variables for \(\sqrt r\), \(r\) and \(D(r)\), tied together by the equations `x = s ^ 2` and `D = 1 + b * s + c * x`. The identity `hN` is \(N=D+bs/6+cs^2/3\), after which clearing denominators finishes the computation. The line before the last replaces `deriv` by the value proved above. The closed form holds for all real \(g,b,c\) at any \(r>0\) with \(D(r)\neq0\). For \(b=0\), \(c=1\) it gives \(N/D=(1+\tfrac43r)/(1+r)\), which equals the factor \(1+\tfrac13\,r/(1+r)\) of the opening case.

## The bounds \(4e/3<v<e\)

Assume \(g<0\), \(b,c\ge0\) and \(b+c>0\). The last condition says that at least one of \(b,c\) is positive, that is, that the energy depends on the density at all; it is slightly weaker than asking both to be positive. Two differences decide the matter:
\[
N-D=\tfrac16\,b\sqrt r+\tfrac13\,c\,r>0,\qquad \tfrac43D-N=\tfrac13+\tfrac16\,b\sqrt r>0 .
\]
The first is positive because one of its two non-negative terms is positive. In the second the terms in \(cr\) cancel and the constant \(\tfrac13\) remains. Dividing by \(D>0\) gives \(1<N/D<\tfrac43\). Since \(e=g/D<0\), multiplying by \(e\) reverses both inequalities, and \(v=eN/D\) yields \(\tfrac43e<v<e\).

```lean
/-- For `g < 0`, `b, c ≥ 0` not both zero and `r > 0`, the potential satisfies
`4e/3 < v < e`. -/
theorem pzPotential_bounds {g b c r : ℝ} (hg : g < 0) (hb : 0 ≤ b) (hc : 0 ≤ c)
    (hbc : 0 < b + c) (hr : 0 < r) :
    4 / 3 * pzEnergy g b c r < ldaPotential (pzEnergy g b c) r ∧
      ldaPotential (pzEnergy g b c) r < pzEnergy g b c r := by
  have hD := pzDenom_pos hb hc hr
  have he : pzEnergy g b c r < 0 := div_neg_of_neg_of_pos hg hD
  have hs : 0 < √r := Real.sqrt_pos.2 hr
  have hbs : 0 ≤ b * √r := by positivity
  have hcr : 0 ≤ c * r := by positivity
  have hsum : 0 < b * √r ∨ 0 < c * r := by
    rcases hb.eq_or_lt with h | h
    · exact Or.inr (mul_pos (by linarith) hr)
    · exact Or.inl (mul_pos h hs)
  -- the ratio v / e lies strictly between 1 and 4/3
  have h1 : 1 < (1 + 7 / 6 * b * √r + 4 / 3 * c * r) / pzDenom b c r := by
    rw [lt_div_iff₀ hD]
    unfold pzDenom
    rcases hsum with h | h <;> linarith
  have h2 : (1 + 7 / 6 * b * √r + 4 / 3 * c * r) / pzDenom b c r < 4 / 3 := by
    rw [div_lt_iff₀ hD]
    unfold pzDenom
    linarith
  rw [pzPotential_eq g hr hD.ne']
  -- multiplying by e < 0 reverses the inequalities
  have h3 := mul_lt_mul_of_neg_left h1 he
  have h4 := mul_lt_mul_of_neg_left h2 he
  constructor <;> linarith
```

The disjunction `hsum` records which of \(b\sqrt r\) and \(cr\) is positive: if \(b=0\) then `hbc` forces \(c>0\), and otherwise \(b>0\). The facts `h1` and `h2` are the two bounds on \(N/D\). Each is multiplied out by \(D\) and is then linear in the products \(b\sqrt r\) and \(cr\), which is the form that `linarith` handles. The lemma `mul_lt_mul_of_neg_left` performs the multiplication by the negative number \(e\).

## The three statements at a given density

At a density \(n>0\) the radius \(r=r_s(n)\) is a real power of a positive number and is therefore positive, so \(D(r)>0\) and all of the preceding results apply at once. Under the same conditions on \(g,b,c\),
\[
\frac{d}{dn}\Big[n\,e(r_s(n))\Big]=v(r),\qquad v(r)=e(r)\,\frac{1+\tfrac76b\sqrt r+\tfrac43cr}{1+b\sqrt r+cr},\qquad \tfrac43e(r)<v(r)<e(r).
\]

```lean
/-- For `g < 0`, `b, c ≥ 0` not both zero, density `n > 0` and `r = rs(n)`: the potential
`v = e - (r/3) e'` is the density derivative of `n e(rs(n))`, it equals
`e (1 + (7/6) b √r + (4/3) c r) / (1 + b √r + c r)`, and `4e/3 < v < e`. -/
theorem pz_correlation_potential {g b c n r : ℝ} (hg : g < 0) (hb : 0 ≤ b) (hc : 0 ≤ c)
    (hbc : 0 < b + c) (hn : 0 < n) (hr : r = wignerSeitz n) :
    HasDerivAt (fun m => m * pzEnergy g b c (wignerSeitz m))
        (ldaPotential (pzEnergy g b c) r) n ∧
      ldaPotential (pzEnergy g b c) r
        = pzEnergy g b c r
          * ((1 + 7 / 6 * b * √r + 4 / 3 * c * r) / (1 + b * √r + c * r)) ∧
      4 / 3 * pzEnergy g b c r < ldaPotential (pzEnergy g b c) r ∧
      ldaPotential (pzEnergy g b c) r < pzEnergy g b c r := by
  have hpos : 0 < wignerSeitz n := Real.rpow_pos_of_pos (by positivity) _
  have hD := (pzDenom_pos hb hc hpos).ne'
  subst hr
  exact ⟨hasDerivAt_energyDensity _ hn (hasDerivAt_pzEnergy g hpos hD).differentiableAt,
    pzPotential_eq g hpos hD, pzPotential_bounds hg hb hc hbc hpos⟩
```

The hypotheses `hg`, `hb`, `hc` and `hbc` are the sign conditions, `hn` is \(n>0\), and `hr` identifies \(r\) with \(r_s(n)\). The conclusion is a conjunction of four parts: the derivative of the energy density `fun m => m * pzEnergy g b c (wignerSeitz m)` at \(n\), the closed form with its denominator written out, the lower bound and the upper bound. The differentiability that `hasDerivAt_energyDensity` assumes is here supplied by `hasDerivAt_pzEnergy`, so it is no longer a hypothesis. An implementation that evaluates this branch of the functional for a spin-unpolarised density can take \(v\) from the closed form and should find it between \(\tfrac43e\) and \(e\) at every density where the branch is used.

## The ratio \(v/e\) at the two ends of the range

For \(g\ne0\) the energy does not vanish and \(v/e=N/D\). Both \(N\) and \(D\) are continuous at \(r=0\) with value 1, so \(v/e\to1\) as \(r\to0^+\). For large \(r\), divide numerator and denominator by \(r\) and set \(u=1/\sqrt r\):
\[
\frac ND=\frac{u^2+\tfrac76\,bu+\tfrac43\,c}{u^2+bu+c}.
\]
As \(r\to\infty\), \(u\to0\), and for \(c>0\) the quotient tends to \(\tfrac43c/c=\tfrac43\).

```lean
/-- For `g ≠ 0`, `b ≥ 0` and `c > 0`, the ratio `v / e` tends to `1` as `r → 0⁺` and to
`4/3` as `r → ∞`. -/
theorem pzPotential_ratio_limits {g b c : ℝ} (hg : g ≠ 0) (hb : 0 ≤ b) (hc : 0 < c) :
    Tendsto (fun r => ldaPotential (pzEnergy g b c) r / pzEnergy g b c r)
        (𝓝[>] 0) (𝓝 1) ∧
      Tendsto (fun r => ldaPotential (pzEnergy g b c) r / pzEnergy g b c r)
        atTop (𝓝 (4 / 3)) := by
  have hratio : ∀ r : ℝ, 0 < r → ldaPotential (pzEnergy g b c) r / pzEnergy g b c r
      = (1 + 7 / 6 * b * √r + 4 / 3 * c * r) / (1 + b * √r + c * r) := by
    intro r hr
    have hD := (pzDenom_pos hb hc.le hr).ne'
    have he : pzEnergy g b c r ≠ 0 := div_ne_zero hg hD
    rw [pzPotential_eq g hr hD]
    exact mul_div_cancel_left₀ _ he
  constructor
  · -- numerator and denominator are continuous and equal 1 at r = 0
    have h1 : Continuous fun r : ℝ => 1 + 7 / 6 * b * √r + 4 / 3 * c * r := by fun_prop
    have h2 : Continuous fun r : ℝ => 1 + b * √r + c * r := by fun_prop
    have h3 := (h1.tendsto' 0 1 (by simp)).div (h2.tendsto' 0 1 (by simp)) one_ne_zero
    rw [div_one] at h3
    refine (h3.mono_left nhdsWithin_le_nhds).congr' ?_
    filter_upwards [self_mem_nhdsWithin] with r hr
    exact (hratio r hr).symm
  · -- rewrite the ratio in the variable u = 1 / √r, which tends to 0
    have hu : Tendsto (fun r : ℝ => (√r)⁻¹) atTop (𝓝 0) :=
      tendsto_inv_atTop_zero.comp Real.tendsto_sqrt_atTop
    have p1 : Continuous fun u : ℝ => u ^ 2 + 7 / 6 * b * u + 4 / 3 * c := by fun_prop
    have p2 : Continuous fun u : ℝ => u ^ 2 + b * u + c := by fun_prop
    have h4 := ((p1.tendsto' 0 (4 / 3 * c) (by simp)).comp hu).div
      ((p2.tendsto' 0 c (by simp)).comp hu) hc.ne'
    rw [mul_div_assoc, div_self hc.ne', mul_one] at h4
    have aux : ∀ s x : ℝ, 0 < s → x = s ^ 2 →
        (s⁻¹ ^ 2 + 7 / 6 * b * s⁻¹ + 4 / 3 * c) / (s⁻¹ ^ 2 + b * s⁻¹ + c)
          = (1 + 7 / 6 * b * s + 4 / 3 * c * x) / (1 + b * s + c * x) := by
      rintro s x hs rfl
      have hs' : s ≠ 0 := hs.ne'
      rw [div_eq_div_iff (by positivity) (by positivity)]
      field_simp
    refine h4.congr' ?_
    filter_upwards [eventually_gt_atTop 0] with r hr
    exact (aux _ _ (Real.sqrt_pos.2 hr) (Real.sq_sqrt hr.le).symm).trans (hratio r hr).symm

end

end PerdewZungerCorrelation
```

The filter `𝓝[>] 0` describes the approach to 0 through positive values and `atTop` describes \(r\to\infty\). The theorem allows either sign of \(g\), since the ratio does not depend on it, but it assumes \(c>0\). Among the non-negative values of \(c\), the value \(c=0\) has to be excluded, because the limit at large \(r\) is then \(\tfrac76\) for \(b>0\) and \(1\) for \(b=0\) rather than \(\tfrac43\). The step `hratio` cancels \(e\) in the closed form. For the first limit, `h3` is the quotient of the limits of \(N\) and \(D\) at 0, and `congr'` transfers it to \(v/e\), which agrees with \(N/D\) for \(r>0\). For the second, `hu` is \(u\to0\), `p1` and `p2` are the continuity of the two quadratics in \(u\), `h4` is the limit of their quotient, and `aux` is the division by \(r=s^2\). For \(g<0\), \(b\ge0\), \(c>0\) the ratio thus comes arbitrarily close to both ends of the interval \((1,\tfrac43)\) as \(r\) runs over all positive values. The limit at \(r\to0^+\) belongs to the formula \(g/D\) and lies outside the range \(r_s\ge1\) in which the Perdew-Zunger parametrisation uses it.

```lean
#print axioms PerdewZungerCorrelation.pz_correlation_potential
#print axioms PerdewZungerCorrelation.pzPotential_ratio_limits
```

```
'PerdewZungerCorrelation.pz_correlation_potential' depends on axioms: [propext, Classical.choice, Quot.sound]
'PerdewZungerCorrelation.pzPotential_ratio_limits' depends on axioms: [propext, Classical.choice, Quot.sound]
```

## Parameters for which the bounds or the limit fail

The following cases are plain arithmetic with the closed form and are not among the Lean statements. With \(b=c=0\), which violates only \(b+c>0\), the energy is the constant \(g\), its derivative vanishes and \(v=e\), so the strict upper bound fails. With \(g=-1\), \(b=2\), \(c=-1\), which violates only \(c\ge0\), the point \(r=4\) has \(D=1+4-4=1\) and \(N=1+\tfrac{14}3-\tfrac{16}3=\tfrac13\); then \(e=-1\) and \(v=-\tfrac13\), which lies above \(e\). With \(c=0\) and \(b>0\) the bounds still hold, but the ratio \((1+\tfrac76b\sqrt r)/(1+b\sqrt r)\) tends to \(\tfrac76\) at large \(r\) instead of \(\tfrac43\), because the energy then decays like \(r^{-1/2}\).
